# Energy and wavevector conservation forbid impact ionisation in the gapped two-band Dirac model

To decide whether a fast conduction electron can lift a valence electron across the gap while energy and wavevector are conserved, we take the bands ±√(m² + v²‖k‖²) of a massive Dirac model, called the symmetric two-band model below. They are exact mirror images about midgap, and every energy is measured from there. Mirror symmetry alone would not forbid the process: parabolic mirror-image bands allow it for a fast enough electron. Carriers are independent, so their energies add.

The wavevectors live in a space `E` (not an energy) that has addition and a norm. Every real inner-product space qualifies.

```lean
import Mathlib

open Matrix ComplexConjugate

namespace TwoBandImpactIonisation

noncomputable section

variable {E : Type*} [NormedAddCommGroup E]
```

With v fixed, write

e(m, k) = √(m² + v²‖k‖²),

which is `energy m v k` in Lean. Here m is half the band gap, not an effective mass, and v is the speed that the bands approach at large ‖k‖, with ħ absorbed.

```lean
/-- The two-band dispersion `√(m² + v²‖k‖²)` with half-gap `m` and band velocity `v`,
measured from midgap. -/
def energy (m v : ℝ) (k : E) : ℝ := √(m ^ 2 + v ^ 2 * ‖k‖ ^ 2)
```

The conduction band is e(m, k) and the valence band is −e(m, k).

```lean
/-- The conduction band of the symmetric two-band model. -/
def conduction (m v : ℝ) (k : E) : ℝ := energy m v k

/-- The valence band, the mirror image of the conduction band about midgap. -/
def valence (m v : ℝ) (k : E) : ℝ := -energy m v k
```

In the plane, with k = kx + i ky and complex conjugate k̄, these bands should come from the k·p Hamiltonian H(k) with rows (m, v k̄) and (v k, −m).

```lean
/-- The two-band k·p Hamiltonian in the plane, with the wavevector written as the
complex number `k = kx + i ky`. -/
def hamiltonian (m v : ℝ) (k : ℂ) : Matrix (Fin 2) (Fin 2) ℂ :=
  !![(m : ℂ), v * conj k; v * k, -(m : ℂ)]
```

## (a) The squared energy

Show that the square root can be removed:

e(m, k)² = m² + v²‖k‖².

The right-hand side is a sum of squares, hence nonnegative, so squaring its root returns it.

```lean
/-- The squared energy is the sum of the squared half-gap and the squared kinetic term. -/
theorem energy_sq (m v : ℝ) (k : E) :
    energy m v k ^ 2 = m ^ 2 + v ^ 2 * ‖k‖ ^ 2 :=
  Real.sq_sqrt (by positivity)
```

## (b) The levels of the planar Hamiltonian

Show that, for real x,

det(H(k) − x·1) = 0 exactly when x = e(m, k) or x = −e(m, k).

Expanding the determinant and using k̄k = ‖k‖² gives

(m − x)(−m − x) − v²‖k‖² = x² − m² − v²‖k‖² = x² − e(m, k)²,

which vanishes exactly at the two stated values. In Lean, `hdet` is this expansion. For a general `E` the dispersion is assumed, not derived from a Hamiltonian.

```lean
/-- A real number is a level of the planar k·p Hamiltonian exactly when it is the
conduction or the valence energy at that wavevector. -/
theorem hamiltonian_levels (m v : ℝ) (k : ℂ) (x : ℝ) :
    (hamiltonian m v k - (x : ℂ) • (1 : Matrix (Fin 2) (Fin 2) ℂ)).det = 0 ↔
      x = conduction m v k ∨ x = valence m v k := by
  -- the secular determinant is x² - e(k)²
  have hdet : (hamiltonian m v k - (x : ℂ) • (1 : Matrix (Fin 2) (Fin 2) ℂ)).det
      = ((x ^ 2 - energy m v k ^ 2 : ℝ) : ℂ) := by
    have hk : conj k * k = (‖k‖ : ℂ) ^ 2 := Complex.conj_mul' k
    rw [energy_sq, Matrix.det_fin_two]
    simp [hamiltonian]
    linear_combination (-(v : ℂ) ^ 2) * hk
  rw [hdet, Complex.ofReal_eq_zero, sub_eq_zero, sq_eq_sq_iff_eq_or_eq_neg]
  rfl
```

## (c) Adding two carriers

Show that half-gaps and wavevectors can be added together, for all real a and b:

e(a + b, p + q) ≤ e(a, p) + e(b, q).

By (a),

e(a, p)² e(b, q)² − (ab + v²‖p‖‖q‖)² = v²(a‖q‖ − b‖p‖)² ≥ 0,

so e(a, p) e(b, q) ≥ ab + v²‖p‖‖q‖. This is the Cauchy-Schwarz step, `hcs`. Therefore

(e(a, p) + e(b, q))² ≥ (a + b)² + v²(‖p‖ + ‖q‖)² ≥ (a + b)² + v²‖p + q‖²,

where the last step is the triangle inequality, `ht`. Taking roots gives the claim.

```lean
/-- Two carriers with half-gaps `a` and `b` have at least the energy of one carrier with
half-gap `a + b` and their total wavevector. -/
theorem energy_add_le (a b v : ℝ) (p q : E) :
    energy (a + b) v (p + q) ≤ energy a v p + energy b v q := by
  have hA := energy_sq a v p
  have hB := energy_sq b v q
  have hA0 : 0 ≤ energy a v p := Real.sqrt_nonneg _
  have hB0 : 0 ≤ energy b v q := Real.sqrt_nonneg _
  -- Cauchy-Schwarz for the pairs (a, v‖p‖) and (b, v‖q‖)
  have hcs : a * b + v ^ 2 * (‖p‖ * ‖q‖) ≤ energy a v p * energy b v q := by
    refine le_trans (le_abs_self _) (abs_le_of_sq_le_sq ?_ (mul_nonneg hA0 hB0))
    rw [mul_pow (energy a v p), hA, hB]
    nlinarith [sq_nonneg (v * (a * ‖q‖ - b * ‖p‖))]
  -- triangle inequality for the wavevectors
  have ht : ‖p + q‖ ^ 2 ≤ (‖p‖ + ‖q‖) ^ 2 :=
    pow_le_pow_left₀ (norm_nonneg _) (norm_add_le p q) 2
  have hv := mul_le_mul_of_nonneg_left ht (sq_nonneg v)
  exact Real.sqrt_le_iff.mpr ⟨add_nonneg hA0 hB0, by nlinarith⟩
```

## (d) Adding n carriers

For n carriers with wavevectors kᵢ and total K = Σ kᵢ, show that

e(nm, K) ≤ Σ e(m, kᵢ).

With no carriers both sides are zero. If the bound holds for n carriers, add one at wavevector p. By (c),

e((n + 1)m, p + K) ≤ e(m, p) + e(nm, K) ≤ e(m, p) + Σ e(m, kᵢ).

Lean runs the same induction over the finite set `s` that labels the carriers, with n = `s.card`.

```lean
/-- The total energy of `n` carriers is at least that of a single carrier with half-gap
`n m` and their total wavevector. -/
theorem energy_card_le {ι : Type*} (m v : ℝ) (s : Finset ι) (k : ι → E) :
    energy (s.card * m) v (∑ i ∈ s, k i) ≤ ∑ i ∈ s, energy m v (k i) := by
  classical
  induction s using Finset.induction_on with
  | empty => simp [energy]
  | insert a s ha ih =>
    rw [Finset.sum_insert ha, Finset.sum_insert ha, Finset.card_insert_of_notMem ha]
    have h := energy_add_le m (s.card * m) v (k a) (∑ i ∈ s, k i)
    have hc : ((s.card + 1 : ℕ) : ℝ) * m = m + s.card * m := by
      push_cast
      ring
    rw [hc]
    linarith
```

## (e) One carrier against several

For m > 0 and n ≥ 2, show that the inequality is strict at the original half-gap:

e(m, K) < Σ e(m, kᵢ).

Since nm > m > 0, we have (nm)² > m², so e(m, K) < e(nm, K), and (d) finishes the argument. The case n = 3 says that one carrier always has less energy than three carriers whose wavevectors add up to its own.

```lean
/-- With an open gap, one carrier has strictly less energy than any two or more carriers whose
wavevectors add up to its own. -/
theorem energy_sum_lt {ι : Type*} {m : ℝ} (hm : 0 < m) (v : ℝ) (s : Finset ι)
    (hs : 2 ≤ s.card) (k : ι → E) :
    energy m v (∑ i ∈ s, k i) < ∑ i ∈ s, energy m v (k i) := by
  refine lt_of_lt_of_le ?_ (energy_card_le m v s k)
  have hn : (2 : ℝ) ≤ s.card := by exact_mod_cast hs
  have h1 : m < s.card * m := by nlinarith
  have h2 : m ^ 2 < (s.card * m) ^ 2 := by nlinarith
  exact Real.sqrt_lt_sqrt (by positivity) (by linarith)
```

## (f) The ionisation event

Electrons start at k in the conduction band and q in the valence band, and both end in the conduction band, at k₁ and k₂. For m > 0 and k + q = k₁ + k₂, show that

e(m, k) − e(m, q) < e(m, k₁) + e(m, k₂).

The hole left behind carries −q, and k = k₁ + k₂ + (−q). By (e) with three carriers,

e(m, k) < e(m, k₁) + e(m, k₂) + e(m, −q).

Since e(m, −q) = e(m, q), moving that term to the left gives the result. The final energy always exceeds the initial one, so the event cannot conserve energy.

The hypothesis `hk` is wavevector conservation without umklapp. Applying the result to a crystal takes one further step: its bands must follow ±e(m, k) at all four wavevectors. In a transport simulation with exactly these two bands, independent carriers and no umklapp, the golden-rule rate for this process is therefore zero, provided that the energy delta function is kept sharp. Broadening it can give a nonzero rate that is an artefact.

```lean
/-- Impact ionisation is impossible in the symmetric two-band model with an open gap: if
electrons at `k` (conduction) and `q` (valence) scatter to `k₁` and `k₂` in the conduction
band with total wavevector conserved, the final energy exceeds the initial one. -/
theorem no_impact_ionisation {m : ℝ} (hm : 0 < m) (v : ℝ) (k q k₁ k₂ : E)
    (hk : k + q = k₁ + k₂) :
    conduction m v k + valence m v q < conduction m v k₁ + conduction m v k₂ := by
  -- the hole left behind carries the wavevector -q
  have h := energy_sum_lt hm v Finset.univ (by simp) ![k₁, k₂, -q]
  have hsum : ∑ i, ![k₁, k₂, -q] i = k := by
    simp only [Fin.sum_univ_three, Matrix.cons_val]
    rw [← hk]
    abel
  have hq : energy m v (-q) = energy m v q := by simp [energy]
  rw [hsum, Fin.sum_univ_three] at h
  simp only [Matrix.cons_val] at h
  rw [hq] at h
  unfold conduction valence
  linarith
```

## (g) The cheapest three carriers

Now let wavevectors be scaled by real numbers (`NormedSpace ℝ E`). Show that

min {e(m, k₁) + e(m, k₂) + e(m, k₃) : k₁ + k₂ + k₃ = K} = e(3m, K).

Using (c) twice shows that no choice lies below e(3m, K). Equal sharing reaches it:

3 e(m, K/3) = √(9m² + v²‖K‖²) = e(3m, K).

`IsLeast` requires both halves: the value is attained, and it is a lower bound. When the three carriers are two electrons and a hole, equal sharing puts both electrons at one wavevector, which the exclusion principle allows if their spins are opposite.

```lean
/-- The least total energy of three carriers with total wavevector `K` is `√((3m)² + v²‖K‖²)`, for
every real `m`. -/
theorem isLeast_three_carriers [NormedSpace ℝ E] (m v : ℝ) (K : E) :
    IsLeast {x : ℝ | ∃ k₁ k₂ k₃ : E, k₁ + k₂ + k₃ = K ∧
      x = energy m v k₁ + energy m v k₂ + energy m v k₃} (energy (3 * m) v K) := by
  constructor
  · -- equal sharing of the wavevector attains the bound
    refine ⟨(1 / 3 : ℝ) • K, (1 / 3 : ℝ) • K, (1 / 3 : ℝ) • K, by module, ?_⟩
    have hn : ‖(1 / 3 : ℝ) • K‖ = ‖K‖ / 3 := by
      rw [norm_smul, Real.norm_of_nonneg (by norm_num)]
      ring
    have h : energy (3 * m) v K = 3 * energy m v ((1 / 3 : ℝ) • K) := by
      unfold energy
      rw [hn, show (3 * m) ^ 2 + v ^ 2 * ‖K‖ ^ 2
          = (3 : ℝ) ^ 2 * (m ^ 2 + v ^ 2 * (‖K‖ / 3) ^ 2) by ring,
        Real.sqrt_mul (by positivity), Real.sqrt_sq (by norm_num)]
    linarith
  · rintro x ⟨k₁, k₂, k₃, rfl, rfl⟩
    have h₁ := energy_add_le m m v k₁ k₂
    have h₂ := energy_add_le (m + m) m v (k₁ + k₂) k₃
    rw [show 3 * m = m + m + m by ring]
    linarith
```

## (h) The size of the missing energy

For v > 0 and K ≠ 0, show that

e(3m, K) − e(m, K) ≤ 4m²/(v‖K‖).

The squares of the two energies differ by 8m², and each energy is at least v‖K‖, so

e(3m, K) − e(m, K) = 8m²/(e(3m, K) + e(m, K)) ≤ 8m²/(2v‖K‖).

Lean multiplies through by v‖K‖ instead of dividing. For m > 0 and wavevectors that can be scaled as in (g), the process is forbidden for an initial electron at any K, but the least margin, e(3m, K) − e(m, K), shrinks as ‖K‖ grows.

```lean
/-- For positive velocity and nonzero wavevector `K`, the energy at `K` with half-gap `3m` exceeds
the energy at `K` with half-gap `m` by at most `4m²/(v‖K‖)`. -/
theorem deficit_le (m : ℝ) {v : ℝ} (hv : 0 < v) {K : E} (hK : K ≠ 0) :
    energy (3 * m) v K - energy m v K ≤ 4 * m ^ 2 / (v * ‖K‖) := by
  have hx : 0 < v * ‖K‖ := mul_pos hv (norm_pos_iff.mpr hK)
  have hA := energy_sq (3 * m) v K
  have hB := energy_sq m v K
  have hBA : energy m v K ≤ energy (3 * m) v K :=
    Real.sqrt_le_sqrt (by nlinarith [sq_nonneg m])
  have hxB : v * ‖K‖ ≤ energy m v K :=
    Real.le_sqrt_of_sq_le (by nlinarith [sq_nonneg m])
  rw [le_div_iff₀ hx]
  -- the difference of squares is 8m², and both energies are at least v‖K‖
  have h := mul_le_mul_of_nonneg_left
    (show 2 * (v * ‖K‖) ≤ energy (3 * m) v K + energy m v K by linarith)
    (sub_nonneg.mpr hBA)
  nlinarith
```

## (i) Closing the gap

Set m = 0 and take a, b, c ≥ 0. Show that

e(0, ak + bk + ck) = e(0, ak) + e(0, bk) + e(0, ck).

For t ≥ 0 the dispersion is linear along the ray, e(0, tk) = t|v|‖k‖ (the local fact `h`), and both sides equal (a + b + c)|v|‖k‖.

This shows why (f) needs m ≠ 0. On a line with v = 1 and m = 0, take k = 4, q = −1, k₁ = 1 and k₂ = 2. The total wavevector is 3 before and after, and the energy is 4 − 1 = 3 before and 1 + 2 = 3 after, so both conservation laws hold.

```lean
/-- Without a gap, three carriers with wavevectors along one common direction have exactly
the energy of a single carrier with their total wavevector. -/
theorem gapless_collinear [NormedSpace ℝ E] (v : ℝ) (k : E) {a b c : ℝ}
    (ha : 0 ≤ a) (hb : 0 ≤ b) (hc : 0 ≤ c) :
    energy 0 v (a • k + b • k + c • k)
      = energy 0 v (a • k) + energy 0 v (b • k) + energy 0 v (c • k) := by
  -- the gapless dispersion is linear along a ray
  have h : ∀ t : ℝ, 0 ≤ t → energy 0 v (t • k) = t * (|v| * ‖k‖) := by
    intro t ht
    unfold energy
    rw [norm_smul, Real.norm_of_nonneg ht,
      show (0 : ℝ) ^ 2 + v ^ 2 * (t * ‖k‖) ^ 2 = (t * (|v| * ‖k‖)) ^ 2 by
        linear_combination (-(t * ‖k‖) ^ 2) * sq_abs v,
      Real.sqrt_sq (by positivity)]
  rw [← add_smul, ← add_smul, h _ (by positivity), h a ha, h b hb, h c hc]
  ring

end

end TwoBandImpactIonisation
```

```lean
#print axioms TwoBandImpactIonisation.no_impact_ionisation
#print axioms TwoBandImpactIonisation.isLeast_three_carriers
#print axioms TwoBandImpactIonisation.deficit_le
#print axioms TwoBandImpactIonisation.gapless_collinear
```

```
'TwoBandImpactIonisation.no_impact_ionisation' depends on axioms: [propext, Classical.choice, Quot.sound]
'TwoBandImpactIonisation.isLeast_three_carriers' depends on axioms: [propext, Classical.choice, Quot.sound]
'TwoBandImpactIonisation.deficit_le' depends on axioms: [propext, Classical.choice, Quot.sound]
'TwoBandImpactIonisation.gapless_collinear' depends on axioms: [propext, Classical.choice, Quot.sound]
```
